# On the axis inside a uniformly magnetised sphere, surface poles give −1/2 times the field of surface currents

## Can the factor −1/2 between poles and currents be machine-checked?

Take a sphere of radius 1, centred at the origin, with uniform magnetisation 1 along the $z$ axis, and set $\mu_0=1$. I write $u=\cos\theta$ for a point on the surface and $z$ for the height of a field point on the axis. Their distance is

$$r=\sqrt{1+z^2-2zu}.$$

The magnetisation can be replaced by surface poles of density $u$, or by surface currents of density $\sin\theta$ circling the axis. After the azimuthal integration, the axial fields are

$$H(z)=\frac12\int_{-1}^{1}\frac{u(z-u)}{r^3}\,du,\qquad B(z)=\frac12\int_{-1}^{1}\frac{1-u^2}{r^3}\,du .$$

For $|z|<1$ I expect $H=-\tfrac13$ and $B=\tfrac23$, whatever the height. The sign and the factor matter to me because they reappear in the contact term of the hyperfine interaction. I would like to see the two integrals done rigorously, with a proof that a machine has checked. What happens outside the sphere?

## Both integrals have elementary primitives

Your values are right, and outside the sphere the two fields are equal: $H=B=2/(3|z|^3)$ for $|z|>1$. The plan is to integrate the difference $B-H$ first, then $B$ itself.

### The integrals by hand

Let $|z|\neq1$. For $u\in[-1,1]$ we have $zu\le|z|$, so $r^2\ge(1-|z|)^2>0$. The integrands are therefore continuous, and differentiating $r^2$ gives $dr/du=-z/r$.

**The difference.** The numerators differ by $(1-u^2)-u(z-u)=1-zu$. This belongs to a simple derivative:

$$\frac{d}{du}\,\frac{u-z}{r}=\frac1r+\frac{(u-z)z}{r^3}=\frac{r^2+uz-z^2}{r^3}=\frac{1-zu}{r^3}.$$

At $u=1$ and $u=-1$ the distance is $a=|1-z|$ and $b=|1+z|$ respectively. Hence

$$B-H=\frac12\left(\frac{1-z}{|1-z|}+\frac{1+z}{|1+z|}\right).$$

Both signs are $+1$ inside, so $B-H=1$. Outside they are opposite, so $B-H=0$. This is $B=H+M$ along the axis, where the magnetisation $M$ is 1 inside the sphere and 0 outside.

**The current field.** Consider

$$P(u)=\tfrac23r^3-4(1+z^2)\,r-\frac{2(1-z^2)^2}{r}.$$

By the chain rule,

$$P'(u)=\frac{2z\left[2(1+z^2)r^2-r^4-(1-z^2)^2\right]}{r^3}.$$

Since $r^2=1+z^2-2zu$, the first two terms in the bracket are $r^2\,(2(1+z^2)-r^2)=(1+z^2)^2-4z^2u^2$. The whole bracket is then $4z^2(1-u^2)$, and $P'(u)=8z^3(1-u^2)/r^3$. With $(1-z^2)^2=a^2b^2$, the end points give

$$16z^3B=P(1)-P(-1)=\tfrac23(a^3-b^3)-4(1+z^2)(a-b)+2ab(a-b).$$

- **Inside, $z\ne0$:** $a=1-z$ and $b=1+z$. The right side is $-4z-\tfrac43z^3+8z(1+z^2)-4z(1-z^2)=\tfrac{32}{3}z^3$, so $B=\tfrac23$.
- **At the centre:** $r=1$ for every $u$, and $B=\tfrac12\int_{-1}^1(1-u^2)\,du=\tfrac23$.
- **Above the sphere, $z>1$:** $a=z-1$ and $b=z+1$. The right side is $-4z^2-\tfrac43+8(1+z^2)-4(z^2-1)=\tfrac{32}{3}$, so $B=2/(3z^3)$.
- **Below the sphere, $z<-1$:** the right side is $-\tfrac{32}{3}$, so $B=-2/(3z^3)=2/(3|z|^3)$.

Subtracting the known difference gives $H=\tfrac23-1=-\tfrac13$ inside and $H=B$ outside.

### The Lean file

```lean
import Mathlib

open MeasureTheory

namespace MagnetisedSphere

noncomputable section

/-- Distance from the axis point at height `z` to the points of the unit sphere with
`cos θ = u`, for `u` in `[-1, 1]`. -/
def sep (z u : ℝ) : ℝ := √(1 + z ^ 2 - 2 * z * u)

/-- Axial field at height `z`, `|z| ≠ 1`, of the surface poles of density `cos θ` on the
unit sphere. -/
def poleField (z : ℝ) : ℝ := 1 / 2 * ∫ u in (-1 : ℝ)..1, u * (z - u) / sep z u ^ 3

/-- Axial field at height `z`, `|z| ≠ 1`, of the surface currents of density `sin θ` that
circle the axis of the unit sphere. -/
def currentField (z : ℝ) : ℝ := 1 / 2 * ∫ u in (-1 : ℝ)..1, (1 - u ^ 2) / sep z u ^ 3

/-- A primitive in `u` for the current-loop integrand times `8 z ^ 3`, on the domain where
the distance `sep z u` is not zero. -/
def loopPrimitive (z u : ℝ) : ℝ :=
  2 / 3 * (sep z u * sep z u * sep z u) - 4 * (1 + z ^ 2) * sep z u
    - 2 * (1 - z ^ 2) ^ 2 / sep z u

/-- An axis point off the sphere has a positive distance to every point of the sphere. -/
theorem sep_pos {z u : ℝ} (hz : |z| ≠ 1) (hu : u ∈ Set.Icc (-1 : ℝ) 1) : 0 < sep z u := by
  have h1 : z * u ≤ |z| := by
    calc z * u ≤ |z * u| := le_abs_self _
      _ = |z| * |u| := abs_mul z u
      _ ≤ |z| * 1 := mul_le_mul_of_nonneg_left (abs_le.2 hu) (abs_nonneg z)
      _ = |z| := mul_one _
  have h2 : 1 - |z| ≠ 0 := fun h => hz (by linarith)
  have h3 : 0 < (1 - |z|) ^ 2 := lt_of_le_of_ne (sq_nonneg _) (Ne.symm (pow_ne_zero 2 h2))
  exact Real.sqrt_pos.2 (by nlinarith [sq_abs z])

/-- Where the distance `sep z u` is positive, its derivative in `u` is `-z / sep z u`. -/
theorem hasDerivAt_sep {z u : ℝ} (h : 0 < sep z u) :
    HasDerivAt (sep z) (-z / sep z u) u := by
  have h1 : HasDerivAt (fun v : ℝ => 1 + z ^ 2 - 2 * z * v) (-(2 * z)) u :=
    (((hasDerivAt_id' u).const_mul (2 * z)).const_sub (1 + z ^ 2)).congr_deriv (by ring)
  have h2 : HasDerivAt (sep z) (-(2 * z) / (2 * sep z u)) u :=
    h1.sqrt (Real.sqrt_pos.1 h).ne'
  refine h2.congr_deriv ?_
  rw [show -(2 * z) = 2 * (-z) by ring, mul_div_mul_left _ _ (by norm_num : (2 : ℝ) ≠ 0)]

/-- Distances from the axis point to the north and south poles of the sphere. -/
theorem sep_poles (z : ℝ) : sep z 1 = |1 - z| ∧ sep z (-1) = |1 + z| := by
  constructor
  · rw [sep, ← Real.sqrt_sq_eq_abs]
    congr 1
    ring
  · rw [sep, ← Real.sqrt_sq_eq_abs]
    congr 1
    ring

/-- For an axis point off the sphere, a continuous function of `u` divided by the cubed distance is
integrable from `-1` to `1`. -/
theorem integrable_source {z : ℝ} (hz : |z| ≠ 1) {f : ℝ → ℝ} (hf : Continuous f) :
    IntervalIntegrable (fun u => f u / sep z u ^ 3) volume (-1) 1 := by
  have hs : Continuous (fun u => sep z u ^ 3) := by
    unfold sep
    fun_prop
  apply ContinuousOn.intervalIntegrable
  refine hf.continuousOn.div hs.continuousOn ?_
  intro u hu
  rw [Set.uIcc_of_le (by norm_num : (-1 : ℝ) ≤ 1)] at hu
  exact pow_ne_zero 3 (sep_pos hz hu).ne'

/-- Where the distance `sep z u` is positive, the derivative of `loopPrimitive z` at `u` is `8 z ^
3` times the current-loop integrand. -/
theorem hasDerivAt_loopPrimitive {z u : ℝ} (h : 0 < sep z u) :
    HasDerivAt (loopPrimitive z) (8 * z ^ 3 * ((1 - u ^ 2) / sep z u ^ 3)) u := by
  have hr := hasDerivAt_sep h
  have hne := h.ne'
  have hsq : sep z u ^ 2 = 1 + z ^ 2 - 2 * z * u := Real.sq_sqrt (Real.sqrt_pos.1 h).le
  have hd := ((((hr.fun_mul hr).fun_mul hr).const_mul (2 / 3)).fun_sub
    (hr.const_mul (4 * (1 + z ^ 2)))).fun_sub
    ((hasDerivAt_const u (2 * (1 - z ^ 2) ^ 2)).fun_div hr hne)
  refine HasDerivAt.congr_deriv (f := loopPrimitive z) hd ?_
  calc _ = 2 * z * (2 * (1 + z ^ 2) * sep z u ^ 2 - sep z u ^ 2 * sep z u ^ 2
        - (1 - z ^ 2) ^ 2) / sep z u ^ 3 := by
          field_simp
          ring
    _ = _ := by
      rw [hsq]
      ring

/-- The current field off the sphere, times `16 z ^ 3`, in terms of the distances to the
two poles of the sphere. -/
theorem currentField_closed {z : ℝ} (hz : |z| ≠ 1) :
    16 * z ^ 3 * currentField z = 2 / 3 * (|1 - z| ^ 3 - |1 + z| ^ 3)
      - 4 * (1 + z ^ 2) * (|1 - z| - |1 + z|)
      + 2 * |1 - z| * |1 + z| * (|1 - z| - |1 + z|) := by
  obtain ⟨p1, p2⟩ := sep_poles z
  have ha := (sep_pos hz (u := 1) (by constructor <;> norm_num)).ne'
  have hb := (sep_pos hz (u := -1) (by constructor <;> norm_num)).ne'
  rw [p1] at ha
  rw [p2] at hb
  have hi : IntervalIntegrable (fun u => (1 - u ^ 2) / sep z u ^ 3) volume (-1) 1 :=
    integrable_source hz (f := fun u => 1 - u ^ 2) (by fun_prop)
  have h : ∫ u in (-1 : ℝ)..1, 8 * z ^ 3 * ((1 - u ^ 2) / sep z u ^ 3)
      = loopPrimitive z 1 - loopPrimitive z (-1) := by
    apply intervalIntegral.integral_eq_sub_of_hasDerivAt _ (hi.const_mul (8 * z ^ 3))
    intro u hu
    rw [Set.uIcc_of_le (by norm_num : (-1 : ℝ) ≤ 1)] at hu
    exact hasDerivAt_loopPrimitive (sep_pos hz hu)
  rw [intervalIntegral.integral_const_mul] at h
  simp only [loopPrimitive, p1, p2] at h
  -- the quotients at the end points cancel
  have sa : |1 - z| ^ 2 = (1 - z) ^ 2 := sq_abs _
  have sb : |1 + z| ^ 2 = (1 + z) ^ 2 := sq_abs _
  have e1 : 2 * (1 - z ^ 2) ^ 2 / |1 - z| = 2 * |1 - z| * |1 + z| ^ 2 := by
    rw [div_eq_iff ha]
    linear_combination (-2 * |1 + z| ^ 2) * sa - 2 * (1 - z) ^ 2 * sb
  have e2 : 2 * (1 - z ^ 2) ^ 2 / |1 + z| = 2 * |1 - z| ^ 2 * |1 + z| := by
    rw [div_eq_iff hb]
    linear_combination (-2 * |1 + z| ^ 2) * sa - 2 * (1 - z) ^ 2 * sb
  rw [e1, e2] at h
  unfold currentField
  linear_combination h

/-- Off the sphere, the current field minus the pole field is half the sum of the signs of
`1 - z` and `1 + z`. -/
theorem currentField_sub_poleField {z : ℝ} (hz : |z| ≠ 1) :
    currentField z - poleField z = ((1 - z) / |1 - z| + (1 + z) / |1 + z|) / 2 := by
  obtain ⟨p1, p2⟩ := sep_poles z
  have h1 : IntervalIntegrable (fun u => (1 - u ^ 2) / sep z u ^ 3) volume (-1) 1 :=
    integrable_source hz (f := fun u => 1 - u ^ 2) (by fun_prop)
  have h2 : IntervalIntegrable (fun u => u * (z - u) / sep z u ^ 3) volume (-1) 1 :=
    integrable_source hz (f := fun u => u * (z - u)) (by fun_prop)
  have h : ∫ u in (-1 : ℝ)..1, ((1 - u ^ 2) / sep z u ^ 3 - u * (z - u) / sep z u ^ 3)
      = (1 - z) / sep z 1 - (-1 - z) / sep z (-1) := by
    apply intervalIntegral.integral_eq_sub_of_hasDerivAt
      (f := fun u => (u - z) / sep z u) _ (h1.sub h2)
    intro u hu
    rw [Set.uIcc_of_le (by norm_num : (-1 : ℝ) ≤ 1)] at hu
    have hp := sep_pos hz hu
    have hne := hp.ne'
    have hsq : sep z u ^ 2 = 1 + z ^ 2 - 2 * z * u := Real.sq_sqrt (Real.sqrt_pos.1 hp).le
    refine (((hasDerivAt_id' u).sub_const z).fun_div (hasDerivAt_sep hp) hne).congr_deriv ?_
    calc _ = (sep z u ^ 2 + (u - z) * z) / sep z u ^ 3 := by
          field_simp
          ring
      _ = _ := by
        rw [hsq]
        ring
  rw [intervalIntegral.integral_sub h1 h2, p1, p2] at h
  unfold currentField poleField
  linear_combination (1 / 2) * h

/-- On the axis inside the unit sphere the surface poles give the field `-1/3` and the
surface currents give `2/3`: the pole field is minus one half of the current field. -/
theorem fields_inside {z : ℝ} (hz : |z| < 1) :
    poleField z = -1 / 3 ∧ currentField z = 2 / 3 ∧
      poleField z = -(1 / 2) * currentField z := by
  obtain ⟨hl, hr⟩ := abs_lt.1 hz
  have ha : 0 < 1 - z := by linarith
  have hb : 0 < 1 + z := by linarith
  have hc : currentField z = 2 / 3 := by
    by_cases h0 : z = 0
    · -- at the centre every surface point is at distance one
      have hs : ∀ u, sep 0 u = 1 := fun u => by simp [sep]
      rw [h0]
      simp only [currentField, hs, one_pow, div_one]
      rw [intervalIntegral.integral_sub (continuous_const.intervalIntegrable _ _)
        ((continuous_pow 2).intervalIntegrable _ _)]
      norm_num [integral_pow]
    · have h := currentField_closed hz.ne
      rw [abs_of_pos ha, abs_of_pos hb] at h
      apply mul_left_cancel₀ (mul_ne_zero (by norm_num : (16 : ℝ) ≠ 0) (pow_ne_zero 3 h0))
      linear_combination h
  have hd := currentField_sub_poleField hz.ne
  rw [abs_of_pos ha, abs_of_pos hb, div_self ha.ne', div_self hb.ne'] at hd
  exact ⟨by linarith, hc, by linarith⟩

/-- On the axis outside the unit sphere the surface poles and the surface currents give the
same field, `2 / (3 |z| ^ 3)`. -/
theorem fields_outside {z : ℝ} (hz : 1 < |z|) :
    poleField z = 2 / (3 * |z| ^ 3) ∧ currentField z = 2 / (3 * |z| ^ 3) := by
  have h := currentField_closed hz.ne'
  have hd := currentField_sub_poleField hz.ne'
  have hpos : 0 < |z| := by linarith
  have hden : 3 * |z| ^ 3 ≠ 0 := by positivity
  have hc : currentField z = 2 / (3 * |z| ^ 3) ∧ currentField z - poleField z = 0 := by
    rw [eq_div_iff hden]
    rcases lt_abs.1 hz with h1 | h1
    · have ha : 1 - z < 0 := by linarith
      have hb : 0 < 1 + z := by linarith
      rw [abs_of_neg ha, abs_of_pos hb] at h hd
      rw [div_neg, div_self ha.ne, div_self hb.ne'] at hd
      rw [abs_of_pos (by linarith : 0 < z)]
      exact ⟨by linear_combination (3 / 16) * h, by linarith⟩
    · have ha : 0 < 1 - z := by linarith
      have hb : 1 + z < 0 := by linarith
      rw [abs_of_pos ha, abs_of_neg hb] at h hd
      rw [div_neg, div_self ha.ne', div_self hb.ne] at hd
      rw [abs_of_neg (by linarith : z < 0)]
      exact ⟨by linear_combination (-3 / 16) * h, by linarith⟩
  exact ⟨by linarith [hc.1, hc.2], hc.1⟩

end

end MagnetisedSphere
```

```lean
#print axioms MagnetisedSphere.fields_inside
#print axioms MagnetisedSphere.fields_outside
```

```
'MagnetisedSphere.fields_inside' depends on axioms: [propext, Classical.choice, Quot.sound]
'MagnetisedSphere.fields_outside' depends on axioms: [propext, Classical.choice, Quot.sound]
```

### What the two final theorems say

The distance $r$ is `sep z u`, so the denominator $r^3$ is `sep z u ^ 3`. The fields $H$ and $B$ are `poleField z` and `currentField z`. Both are real numbers: the axial components, in units where the magnetisation, the radius and $\mu_0$ are 1. A positive value points along the magnetisation.

`fields_inside` takes a real `z` with `|z| < 1` and concludes three things: the pole field is $-\tfrac13$, the current field is $\tfrac23$, and the first is $-\tfrac12$ times the second. `fields_outside` takes `1 < |z|` and gives both fields as $2/(3|z|^3)$, the axial field of a dipole with the sphere's total moment $4\pi/3$.

The physics enters through the definitions. The pole density is the normal component of the magnetisation, and the current density is the magnetisation crossed with the outward normal. Coulomb's law for poles, the axial field of a circular loop and the azimuthal integration have already been used to reach the integrals over $u$. The theorems cover an ideally uniform, rigid magnetisation and points on the axis, excluding the two points where the axis meets the surface.

As for hyperfine operators, the same factor $-\tfrac12$ relates the contact terms of a point dipole made of poles and one made of currents, and the Fermi contact interaction follows the current version; the model treated here is a classical sphere of finite size, seen only along its axis.

### How the proof follows the calculation

`sep_pos` is the bound $r^2\ge(1-|z|)^2>0$ in the form needed later: the distance is positive on $[-1,1]$ when $|z|\neq1$. `hasDerivAt_sep` is $dr/du=-z/r$, and `sep_poles` evaluates $r$ at the ends as $|1-z|$ and $|1+z|$. `integrable_source` shows that a continuous numerator over $r^3$ is integrable, because the quotient is continuous on the interval.

`currentField_sub_poleField` carries out the first integration. It applies the fundamental theorem of calculus, `intervalIntegral.integral_eq_sub_of_hasDerivAt`, to $(u-z)/r$. In the derivative check, `field_simp` and `ring` bring everything over $r^3$. Rewriting with `hsq`, which is $r^2=1+z^2-2zu$, then yields the difference of the two integrands.

`loopPrimitive` is $P$, and `hasDerivAt_loopPrimitive` verifies $P'$ in the same manner. The intermediate line of its `calc` block is the bracket displayed above. `currentField_closed` integrates and inserts the end points. Its equations `e1` and `e2` replace the quotients $2(1-z^2)^2/a$ and $2(1-z^2)^2/b$ by $2ab^2$ and $2a^2b$, which leaves the closed form for $16z^3B$.

In `fields_inside`, the hypothesis fixes the signs of $1-z$ and $1+z$, so the absolute values disappear. The closed form reads $0=0$ at $z=0$, hence the case split: the centre is integrated directly, and elsewhere `mul_left_cancel₀` removes the factor $16z^3$. The pole field then follows from the difference by `linarith`. `fields_outside` splits into $z>1$ and $z<-1$, and `linear_combination` does the polynomial algebra in each case.

### Where the inside values fail

The condition $|z|<1$ is needed. At $z=2$ both fields equal $\tfrac1{12}$, so their ratio is 1. Even relaxing it to $|z|\le1$ breaks the claim. At $z=1$ the pole integrand reduces to $u/\bigl(2\sqrt2\,\sqrt{1-u}\bigr)$, and with $t=1-u$

$$H(1)=\frac{1}{4\sqrt2}\int_0^2\frac{1-t}{\sqrt t}\,dt=\frac{1}{4\sqrt2}\cdot\frac{2\sqrt2}{3}=\frac16 .$$

This is the mean of the limits $-\tfrac13$ from inside and $\tfrac23$ from outside.

### A version with vector surface integrals

Another formulation would define both fields as vector integrals over the sphere in three dimensions, at an arbitrary field point. The factor $\tfrac12$ and the vanishing of the transverse components on the axis would then become things to prove, and the uniformity of the interior field could be stated off the axis as well. A direct route would go through the surface measure on the sphere and its reduction to $u$ and the azimuth, whereas the axial version needs only one-variable calculus.
